# In an open Kitaev chain with equal hopping and pairing and zero chemical potential, the parity of part of the chain projects to zero on the ground space

Can the fermion parity of a few sites tell the ground states of an open Kitaev chain apart, or connect them? To answer this we may represent the Majorana operators as matrices on Fock space, or keep only their algebraic relations. We choose the relations: the operators are elements of an arbitrary complex algebra, and neither a Hilbert space nor a Hamiltonian enters the proof.

Number the sites $0,\dots,n$ and give each site two Majorana elements $a_j,b_j$. All of them square to one, and any two different ones anticommute. Define

$$B_j=i\,b_ja_{j+1},\qquad P=\prod_{j=0}^{n-1}\tfrac12(1-B_j),\qquad X_S=\prod_{k\in S}i\,a_kb_k .$$

The claim is that $PX_SP=0$ for every nonempty proper subset $S$ of the sites. If the algebra is nonzero, then also $P\neq0$, so the identity does not hold merely because $P$ vanishes.

For self-adjoint Majorana operators, $P$ projects onto the ground space of $H=t\sum_j B_j$ with $t>0$. This is the Kitaev chain with hopping and pairing of equal strength and zero chemical potential. Identifying $P$ with the ground projector of a real wire is the step that the algebraic hypotheses do not supply.

With $c_j=(a_j+ib_j)/2$ one finds $i\,a_jb_j=2c_j^\dagger c_j-1$, which is minus the usual parity $(-1)^{n_j}$, where $n_j=c_j^\dagger c_j$. The sign does not affect the vanishing of $PX_SP$.

## A cut bond reverses the sign

**Bonds.** Each bond operator squares to one:

$$B_j^2=-\,b_ja_{j+1}b_ja_{j+1}=b_j^2a_{j+1}^2=1 .$$

Different bonds share no Majorana element, so exchanging them costs four signs and they commute. Since $\tfrac12(1-B_j)B_j=-\tfrac12(1-B_j)$, it follows that

$$PB_j=B_jP=-P .$$

**Bonds and sites.** The bond $B_j$ shares one Majorana element with $i\,a_jb_j$ and one with $i\,a_{j+1}b_{j+1}$. Of the four exchanges needed to pass either site factor, one is between equal elements and gives no sign. Three signs remain, so $B_j$ anticommutes with both. It commutes with the factor of every other site.

**The cut.** If every bond had both ends in $S$ or both ends outside, membership in $S$ would be constant along the chain, and $S$ would be empty or the whole chain. So some bond $B=B_j$ has exactly one end in $S$. It passes exactly one anticommuting factor of $X_S$, which gives $X_SB=-BX_S$. Then

$$PX_SP=-PX_SBP=PBX_SP=-PX_SP,$$

and therefore $PX_SP=0$.

**$P$ is nonzero.** Let $P_m$ be the product of the first $m$ bond factors, with $P_0=1\neq0$. Suppose $P_m\ne0$ but $P_{m+1}=\tfrac12P_m(1-B_m)=0$. Then $P_mB_m=P_m$. The element $b_m$ commutes with $P_m$ and anticommutes with $B_m$, so

$$P_mb_m=b_mP_mB_m=P_mb_mB_m=-P_mB_mb_m=-P_mb_m .$$

Hence $P_mb_m=0$, and multiplying by $b_m$ on the right gives $P_m=0$, a contradiction.

## Majorana elements, links and ordered products

The algebra is `A`, and a single sequence `γ` holds all the Majorana elements.

```lean
import Mathlib

namespace KitaevChainProtection

noncomputable section

variable {A : Type*} [Ring A] [Algebra ℂ A] {γ : ℕ → A} {n : ℕ}
```

Even indices are the $a_j$ and odd indices the $b_j$. The relations are required only for the first `2 * N` entries; later values of `γ` are unrestricted.

```lean
/-- Majorana elements of `N` sites, with `a_j = γ (2j)` and `b_j = γ (2j+1)` for `j < N`:
they square to one and anticommute mutually. -/
structure MajoranaChain (N : ℕ) (γ : ℕ → A) : Prop where
  sq : ∀ i < 2 * N, γ i * γ i = 1
  anti : ∀ i < 2 * N, ∀ k < 2 * N, i ≠ k → γ i * γ k = -(γ k * γ i)
```

In this numbering a site parity and a bond are the same expression at neighbouring positions: `link γ (2 * j)` is $i\,a_jb_j$, and `link γ (2 * j + 1)` is $B_j$.

```lean
/-- The product `i γ_i γ_(i+1)`: the site parity `i a_j b_j` at index `2j`, and the bond
operator `i b_j a_(j+1)` at index `2j+1`. -/
def link (γ : ℕ → A) (i : ℕ) : A := Complex.I • (γ i * γ (i + 1))
```

Multiplication in `A` need not commute, so products are taken in a fixed order.

```lean
/-- The ordered product `f 0 * f 1 * ⋯` of the first `m` factors. -/
def ordProd (f : ℕ → A) : ℕ → A
  | 0 => 1
  | m + 1 => ordProd f m * f m
```

The next three definitions give the bond factor, $P$ and $X_S$. In `regionParity`, a site outside `S` contributes the factor one.

```lean
/-- The bond factor `(1 - i b_j a_(j+1)) / 2`. -/
def bondProj (γ : ℕ → A) (j : ℕ) : A := (1 / 2 : ℂ) • (1 - link γ (2 * j + 1))

/-- The product `P` of the first `n` bond factors. -/
def groundProj (γ : ℕ → A) (n : ℕ) : A := ordProd (bondProj γ) n

/-- The product of `i a_j b_j` over the members of `S` among the first `m` sites. -/
def regionParity (γ : ℕ → A) (S : Finset ℕ) (m : ℕ) : A :=
  ordProd (fun k => if k ∈ S then link γ (2 * k) else 1) m
```

## Moving an element through a product

The first lemma passes an element through factors that all commute with it.

```lean
omit [Algebra ℂ A] in
/-- What commutes with every factor commutes with the ordered product. -/
theorem commute_ordProd {f : ℕ → A} {Y : A} {m : ℕ} (h : ∀ k < m, Commute Y (f k)) :
    Commute Y (ordProd f m) := by
  induction m with
  | zero => exact Commute.one_right Y
  | succ m ih => exact (ih fun k hk => h k (by omega)).mul_right (h m (by omega))
```

The second allows one exceptional factor, at which `Y` becomes `Z`. It serves twice below: with $Y=B$, $Z=-B$ it moves a bond through $X_S$, and with $Y=B$, $Z=-1$ it lets $P$ absorb the bond. The induction treats separately the case in which the exceptional factor is the last one.

```lean
omit [Algebra ℂ A] in
/-- If `Y` turns into `Z` on passing the factor `f s`, and both commute with all other factors,
then `Y` turns into `Z` on passing the whole product. -/
theorem ordProd_mul {f : ℕ → A} {Y Z : A} {s m : ℕ} (hs : s < m) (h : f s * Y = Z * f s)
    (hY : ∀ k < m, k ≠ s → Commute Y (f k)) (hZ : ∀ k < m, k ≠ s → Commute Z (f k)) :
    ordProd f m * Y = Z * ordProd f m := by
  induction m with
  | zero => omega
  | succ m ih =>
    change ordProd f m * f m * Y = Z * (ordProd f m * f m)
    by_cases e : s = m
    · have c : Commute Z (ordProd f m) :=
        commute_ordProd fun k hk => hZ k (by omega) (by omega)
      rw [e] at h
      rw [mul_assoc, h, ← mul_assoc, ← c.eq, mul_assoc]
    · rw [mul_assoc, ← (hY m (by omega) (Ne.symm e)).eq, ← mul_assoc,
        ih (by omega) (fun k hk => hY k (by omega)) (fun k hk => hZ k (by omega)), mul_assoc]
```

## Sign rules for links

In these lemmas `n` counts sites. A Majorana element commutes with a link that does not contain it, because two exchanges give two signs.

```lean
/-- A Majorana element of the chain commutes with a link of the chain that does not contain it. -/
theorem commute_link (h : MajoranaChain n γ) {i k : ℕ} (hi : i < 2 * n) (hk : k + 1 < 2 * n)
    (h1 : i ≠ k) (h2 : i ≠ k + 1) : Commute (γ i) (link γ k) := by
  have e : Commute (γ i) (γ k * γ (k + 1)) := by
    change γ i * (γ k * γ (k + 1)) = γ k * γ (k + 1) * γ i
    linear_combination (norm := noncomm_ring)
      h.anti i hi k (by omega) h1 * γ (k + 1) - γ k * h.anti i hi (k + 1) hk h2
  exact e.smul_right _
```

It anticommutes with a link in which it is the first element.

```lean
/-- The first Majorana element of a link of the chain anticommutes with that link. -/
theorem flip_link (h : MajoranaChain n γ) {i : ℕ} (hi : i + 1 < 2 * n) :
    γ i * link γ i = -(link γ i * γ i) := by
  have e : γ i * (γ i * γ (i + 1)) = -(γ i * γ (i + 1) * γ i) := by
    rw [mul_assoc, ← mul_neg, ← h.anti i (by omega) (i + 1) hi (by omega)]
  simp only [link, mul_smul_comm, smul_mul_assoc]
  rw [e, smul_neg]
```

Every link squares to one, by the calculation given for $B_j^2$.

```lean
/-- Links of the chain square to one. -/
theorem link_sq (h : MajoranaChain n γ) {i : ℕ} (hi : i + 1 < 2 * n) :
    link γ i * link γ i = 1 := by
  have e : γ i * γ (i + 1) * (γ i * γ (i + 1)) = -1 := by
    calc _ = γ i * (γ (i + 1) * γ i) * γ (i + 1) := by simp only [mul_assoc]
      _ = -((γ i * γ i) * (γ (i + 1) * γ (i + 1))) := by
        rw [h.anti (i + 1) hi i (by omega) (by omega)]
        simp only [mul_neg, neg_mul, mul_assoc]
      _ = -1 := by rw [h.sq i (by omega), h.sq (i + 1) hi, mul_one]
  simp only [link, smul_mul_assoc, mul_smul_comm]
  rw [e, smul_smul, Complex.I_mul_I, neg_smul, one_smul, neg_neg]
```

Two links anticommute when they are neighbours in the sequence, since they then share one element; otherwise they commute. This one statement contains both the bond–bond and the bond–site rules.

```lean
/-- Two links of the chain commute if they are not neighbours, and a link anticommutes with the
next one. -/
theorem link_mul_link (h : MajoranaChain n γ) {i k : ℕ} (hi : i + 1 < 2 * n)
    (hk : k + 1 < 2 * n) :
    (i + 1 ≠ k → k + 1 ≠ i → Commute (link γ i) (link γ k)) ∧
      (k = i + 1 → link γ i * link γ k = -(link γ k * link γ i)) := by
  constructor
  · intro h1 h2
    rcases eq_or_ne i k with rfl | hik
    · exact Commute.refl _
    · exact ((commute_link h (by omega) hk hik (Ne.symm h2)).mul_left
        (commute_link h hi hk h1 (by omega))).smul_left _
  · rintro rfl
    have e : γ i * γ (i + 1) * link γ (i + 1) = -(link γ (i + 1) * (γ i * γ (i + 1))) := by
      rw [mul_assoc, flip_link h hk, mul_neg, ← mul_assoc,
        (commute_link h (by omega) hk (by omega) (by omega)).eq, mul_assoc]
    change (Complex.I • (γ i * γ (i + 1))) * link γ (i + 1) =
      -(link γ (i + 1) * (Complex.I • (γ i * γ (i + 1))))
    rw [smul_mul_assoc, mul_smul_comm, e, smul_neg]
```

## The projected parity vanishes

Here the chain has `n + 1` sites and `n` bonds. The hypothesis `hne` says that `S` is nonempty, and the strict inclusion `hS` says that it is a proper subset of the sites $0,\dots,n$. For `n = 0` there is no such subset and the statement is empty; the first real case has two sites.

The proof first finds the cut bond `j` by showing that membership would otherwise be constant. It then names the end `s` that lies in `S`. The facts `hXB`, `hPB` and `hBP` are $X_SB=-BX_S$, $PB=-P$ and $BP=-P$. The final `calc` is the chain of equalities derived above, and the last line divides by two.

```lean
/-- On a Majorana chain, the parity `X` of a nonempty proper subset `S` of the sites satisfies
`P X P = 0`, with `P` the product of all bond factors. -/
theorem regionParity_protected (h : MajoranaChain (n + 1) γ) {S : Finset ℕ}
    (hne : S.Nonempty) (hS : S ⊂ Finset.range (n + 1)) :
    groundProj γ n * regionParity γ S (n + 1) * groundProj γ n = 0 := by
  -- some bond has exactly one end in S
  obtain ⟨j, hj, hb⟩ : ∃ j, j < n ∧ ¬(j ∈ S ↔ j + 1 ∈ S) := by
    by_contra hcon
    have const : ∀ k < n + 1, (k ∈ S ↔ 0 ∈ S) := by
      intro k
      induction k with
      | zero => exact fun _ => Iff.rfl
      | succ k ih =>
        intro hk
        have step : k ∈ S ↔ k + 1 ∈ S := by_contra fun hc => hcon ⟨k, by omega, hc⟩
        exact step.symm.trans (ih (by omega))
    obtain ⟨s, hs⟩ := hne
    exact hS.2 fun k hk => (const k (Finset.mem_range.mp hk)).2
      ((const s (Finset.mem_range.mp (hS.1 hs))).1 hs)
  obtain ⟨s, hs, hsj, ho⟩ : ∃ s ∈ S, (s = j ∨ s = j + 1) ∧
      ∀ k ∈ S, k ≠ s → k ≠ j ∧ k ≠ j + 1 := by
    by_cases h1 : j ∈ S
    · exact ⟨j, h1, Or.inl rfl, fun k hk e => ⟨e, fun t => hb (iff_of_true h1 (t ▸ hk))⟩⟩
    · have h2 : j + 1 ∈ S := by_contra fun t => hb (iff_of_false h1 t)
      exact ⟨j + 1, h2, Or.inr rfl, fun k hk e => ⟨fun t => h1 (t ▸ hk), e⟩⟩
  -- this bond B anticommutes with the parity of S
  have hs0 : link γ (2 * s) * link γ (2 * j + 1) = -link γ (2 * j + 1) * link γ (2 * s) := by
    rw [neg_mul]
    rcases hsj with e | e
    · rw [e]
      exact (link_mul_link h (by omega) (by omega)).2 rfl
    · rw [(link_mul_link h (i := 2 * j + 1) (k := 2 * s) (by omega) (by omega)).2 (by omega),
        neg_neg]
  have hC : ∀ k < n + 1, k ≠ s →
      Commute (link γ (2 * j + 1)) (if k ∈ S then link γ (2 * k) else 1) := by
    intro k hk hks
    split_ifs with hkS
    · have := ho k hkS hks
      exact (link_mul_link h (by omega) (by omega)).1 (by omega) (by omega)
    · exact Commute.one_right _
  have hXB : regionParity γ S (n + 1) * link γ (2 * j + 1) =
      -link γ (2 * j + 1) * regionParity γ S (n + 1) :=
    ordProd_mul (f := fun k => if k ∈ S then link γ (2 * k) else 1)
      (Finset.mem_range.mp (hS.1 hs)) (by simp only [if_pos hs]; exact hs0) hC
      (fun k hk hks => (hC k hk hks).neg_left)
  -- P absorbs B with value -1 on both sides
  have hD : ∀ k < n, Commute (link γ (2 * j + 1)) (bondProj γ k) := fun k hk =>
    ((Commute.one_right _).sub_right
      ((link_mul_link h (by omega) (by omega)).1 (by omega) (by omega))).smul_right _
  have hq : bondProj γ j * link γ (2 * j + 1) = -1 * bondProj γ j := by
    rw [neg_one_mul, bondProj, smul_mul_assoc, sub_mul, one_mul, link_sq h (by omega),
      ← smul_neg, neg_sub]
  have hPB : groundProj γ n * link γ (2 * j + 1) = -groundProj γ n :=
    (ordProd_mul hj hq (fun k hk _ => hD k hk)
      (fun k _ _ => (Commute.one_left _).neg_left)).trans (neg_one_mul _)
  have hBP : link γ (2 * j + 1) * groundProj γ n = -groundProj γ n :=
    (commute_ordProd hD).eq.trans hPB
  generalize regionParity γ S (n + 1) = X at *
  generalize groundProj γ n = P at *
  have e : P * X * P = -(P * X * P) := by
    calc P * X * P = -(P * X * (link γ (2 * j + 1) * P)) := by rw [hBP, mul_neg, neg_neg]
      _ = -(P * (X * link γ (2 * j + 1)) * P) := by simp only [mul_assoc]
      _ = P * link γ (2 * j + 1) * X * P := by
        rw [hXB]; simp only [neg_mul, mul_neg, neg_neg, mul_assoc]
      _ = -(P * X * P) := by rw [hPB]; simp only [neg_mul]
  linear_combination (norm := module) (1 / 2 : ℂ) • e
```

In the Hilbert-space setting, all matrix elements of $X_S$ within the ground space vanish. For a chain of at least two sites with the special couplings above, a weak chemical potential, being a sum of single-site terms $i\,a_jb_j$ and a constant, therefore does not split the ground states at first order.

The word `protected` in the theorem's Lean name refers only to this vanishing. The theorem concerns parities of subsets at one point of the phase diagram, and says nothing about a gap or about perturbations of finite strength. Nor does the vanishing extend to every local operator: a bond operator gives $PB_jP=-P$, a constant on the ground space. The single element $a_0$ commutes with all bonds, so it acts within the ground space and connects states of opposite total parity; but it is fermion-odd, and so is not an admissible term in the Hamiltonian of an isolated wire.

## The projector is nonzero

`Nontrivial A` says that $1\neq0$ in the algebra. The induction is the one given above, with `c` for $b_m$, `P` for $P_m$ and `B` for $B_m$.

```lean
/-- On a Majorana chain in a nonzero algebra, the product `P` of all bond factors is nonzero. -/
theorem groundProj_ne_zero [Nontrivial A] (h : MajoranaChain (n + 1) γ) :
    groundProj γ n ≠ 0 := by
  have key : ∀ m ≤ n, ordProd (bondProj γ) m ≠ 0 := by
    intro m
    induction m with
    | zero => exact fun _ => one_ne_zero
    | succ m ih =>
      intro hm h0
      change ordProd (bondProj γ) m * bondProj γ m = 0 at h0
      -- b_m commutes with the earlier bonds and flips bond m
      have hc : Commute (γ (2 * m + 1)) (ordProd (bondProj γ) m) :=
        commute_ordProd fun k hk => ((Commute.one_right _).sub_right
          (commute_link h (by omega) (by omega) (by omega) (by omega))).smul_right _
      have hf := flip_link h (i := 2 * m + 1) (by omega)
      have hg := h.sq (2 * m + 1) (by omega)
      rw [bondProj, mul_smul_comm, mul_sub, mul_one] at h0
      have ihm := ih (by omega)
      generalize ordProd (bondProj γ) m = P at *
      generalize link γ (2 * m + 1) = B at *
      generalize γ (2 * m + 1) = c at *
      have hPB : P * B = P := by linear_combination (norm := module) (-2 : ℂ) • h0
      have e : P * c = -(P * c) := by
        calc P * c = c * (P * B) := by rw [hPB, hc.eq]
          _ = P * (c * B) := by rw [← mul_assoc, hc.eq, mul_assoc]
          _ = -(P * c) := by rw [hf, mul_neg, ← mul_assoc, hPB]
      have z : P * c = 0 := by linear_combination (norm := module) (1 / 2 : ℂ) • e
      exact ihm (by rw [← mul_one P, ← hg, ← mul_assoc, z, zero_mul])
  exact key n le_rfl
```

## Two sites as four-by-four matrices

A concrete chain shows that the Majorana relations have a solution for two sites. In tensor notation the four matrices are $\sigma_x\otimes1$, $\sigma_y\otimes1$, $\sigma_z\otimes\sigma_x$ and $\sigma_z\otimes\sigma_y$, the familiar Jordan–Wigner form. The names `pauliX` and `pauliY` refer to Pauli matrices and are unrelated to $X_S$.

```lean
/-- The Pauli matrix `X`. -/
def pauliX : Matrix (Fin 2) (Fin 2) ℂ := !![0, 1; 1, 0]

/-- The Pauli matrix `Y`. -/
def pauliY : Matrix (Fin 2) (Fin 2) ℂ := !![0, -Complex.I; Complex.I, 0]

/-- Four Majorana matrices for two sites, in two-by-two blocks. -/
def twoSite : ℕ → Matrix (Fin 2 ⊕ Fin 2) (Fin 2 ⊕ Fin 2) ℂ
  | 0 => Matrix.fromBlocks 0 1 1 0
  | 1 => Matrix.fromBlocks 0 (-(Complex.I • 1)) (Complex.I • 1) 0
  | 2 => Matrix.fromBlocks pauliX 0 0 (-pauliX)
  | _ => Matrix.fromBlocks pauliY 0 0 (-pauliY)
```

The verification computes the squares and the products of pairs with `i < k`; the opposite order follows by changing the sign.

```lean
/-- The matrices `twoSite` satisfy the Majorana relations for two sites. -/
theorem twoSite_witness : MajoranaChain 2 twoSite := by
  have hX : pauliX * pauliX = 1 := by
    ext i j; fin_cases i <;> fin_cases j <;> simp [pauliX, Matrix.mul_apply]
  have hY : pauliY * pauliY = 1 := by
    ext i j; fin_cases i <;> fin_cases j <;> simp [pauliY, Matrix.mul_apply]
  have hXY : pauliX * pauliY = -(pauliY * pauliX) := by
    ext i j; fin_cases i <;> fin_cases j <;> simp [pauliX, pauliY, Matrix.mul_apply]
  have key : ∀ i k, i < k → k < 4 → twoSite i * twoSite k = -(twoSite k * twoSite i) := by
    intro i k hik hk
    interval_cases k <;> interval_cases i <;>
      simp [twoSite, Matrix.fromBlocks_multiply, Matrix.fromBlocks_neg, hXY]
  constructor
  · intro i hi
    replace hi : i < 4 := hi
    interval_cases i <;> simp [twoSite, Matrix.fromBlocks_multiply, smul_smul, hX, hY]
  · intro i hi k hk hik
    rcases Nat.lt_or_gt_of_ne hik with hlt | hgt
    · exact key i k hlt hk
    · rw [key k i hgt hi, neg_neg]

end

end KitaevChainProtection
```

```lean
#print axioms KitaevChainProtection.regionParity_protected
#print axioms KitaevChainProtection.groundProj_ne_zero
```

```
'KitaevChainProtection.regionParity_protected' depends on axioms: [propext, Classical.choice, Quot.sound]
'KitaevChainProtection.groundProj_ne_zero' depends on axioms: [propext, Classical.choice, Quot.sound]
```
